# The frozen-core error is at most quadratic in the core change, for energies with a Lipschitz gradient

Let $C$ and $V$ be real inner-product spaces, of finite or infinite dimension. A vector $c\in C$ collects the core variables and $v\in V$ the valence variables. The energy is a real function $F(c,v)$, defined for every pair, with a global minimum at $(c_0,v_0)$. A core change $d\in C$ puts the core at $c_0+d$, where it is frozen while the valence relaxes. One may think of $c_0$ as the best core in a molecule or solid, and of $c_0+d$ as the core carried over from the free atom.

We write $DF(x)[h]$ for the derivative of $F$ at $x$ along $h$. In Lean this is `fderiv ℝ F x h`.

## The energy, its stiffness and the frozen core

```lean
import Mathlib

namespace FrozenCoreSecondOrder

noncomputable section

variable {E C V : Type*}
```

The file loads Mathlib and names three types. `C` and `V` are the core and valence spaces; `E` is a general space for statements that do not need the split.

```lean
/-- The gradient of the energy `F`, taken as a linear functional, is Lipschitz with
constant `L`. -/
def LipschitzGradient [NormedAddCommGroup E] [NormedSpace ℝ E] (F : E → ℝ) (L : ℝ) : Prop :=
  ∀ x y, ‖fderiv ℝ F x - fderiv ℝ F y‖ ≤ L * ‖x - y‖
```

The condition reads
$$\|DF(x)-DF(y)\|\le L\,\|x-y\|\quad\text{for all }x,y.$$
The gradient appears as a linear functional, measured by the supremum of its absolute value over vectors of length at most one, so the spaces need not be complete. Physically, $L$ is a ceiling on the stiffness of the energy in any direction. The condition is assumed, and it is global: it excludes energies that grow faster than quadratically, such as the Hartree–Fock energy written as a fourth-degree polynomial in unconstrained orbital coefficients. The theorems that use the condition also assume that $F$ is differentiable, since Lean sets `fderiv` to zero wherever no derivative exists.

```lean
/-- The joint state with core variables `c` and valence variables `v`, in the Euclidean
product of the two spaces. -/
def state (c : C) (v : V) : WithLp 2 (C × V) := WithLp.toLp 2 (c, v)
```

`state c v` is the pair $(c,v)$. The label `WithLp 2` selects the Euclidean norm on pairs; Mathlib's plain product would carry the maximum norm.

```lean
/-- The frozen-core error: the infimum over all valence states of the energy with the core
held at `c0 + d`, measured from the energy at `(c0, v0)`. -/
def frozenCoreError [Add C] (F : WithLp 2 (C × V) → ℝ) (c0 : C) (v0 : V) (d : C) : ℝ :=
  ⨅ v : V, (F (state (c0 + d) v) - F (state c0 v0))
```

This is the frozen-core error,
$$\Delta(d)=\inf_{v\in V}\,\bigl[F(c_0+d,v)-F(c_0,v_0)\bigr].$$
It is an infimum, so no optimal valence state has to exist.

```lean
/-- The isotropic harmonic energy with stiffness `L`. -/
def harmonicEnergy [NormedAddCommGroup E] (L : ℝ) (x : E) : ℝ := L / 2 * ‖x‖ ^ 2
```

The test case is an isotropic spring, $F(x)=\tfrac L2\|x\|^2$.

## A quadratic ceiling on the energy

```lean
section General

variable [NormedAddCommGroup E] [NormedSpace ℝ E] {F : E → ℝ} {L : ℝ}

/-- An energy with Lipschitz gradient lies below its linear expansion plus a quadratic term
in the displacement. -/
theorem energy_le_quadratic (hF : Differentiable ℝ F) (hL : LipschitzGradient F L) (x h : E) :
    F (x + h) ≤ F x + fderiv ℝ F x h + L / 2 * ‖h‖ ^ 2 := by
  -- the energy along the straight path from x to x + h
  have hline : ∀ t : ℝ, HasDerivAt (fun s : ℝ => F (x + s • h))
      (fderiv ℝ F (x + t • h) h) t := by
    intro t
    have h1 : HasDerivAt (fun s : ℝ => x + s • h) h t :=
      (((hasDerivAt_id' t).smul_const h).const_add x).congr_deriv (one_smul ℝ h)
    exact (hF (x + t • h)).hasFDerivAt.comp_hasDerivAt t h1
  -- subtract the quadratic model; the difference decreases along the path
  let g : ℝ → ℝ := fun t =>
    F (x + t • h) - t * fderiv ℝ F x h - L / 2 * ‖h‖ ^ 2 * (t * t)
  have hg : ∀ t : ℝ, HasDerivAt g
      (fderiv ℝ F (x + t • h) h - fderiv ℝ F x h - L * ‖h‖ ^ 2 * t) t := by
    intro t
    have h2 := ((hline t).sub ((hasDerivAt_id' t).mul_const (fderiv ℝ F x h))).sub
      (((hasDerivAt_id' t).mul (hasDerivAt_id' t)).const_mul (L / 2 * ‖h‖ ^ 2))
    exact h2.congr_deriv (by ring)
  have hanti : AntitoneOn g (Set.Icc 0 1) := by
    apply antitoneOn_of_deriv_nonpos (convex_Icc 0 1)
    · exact fun t _ => (hg t).continuousAt.continuousWithinAt
    · exact fun t _ => (hg t).differentiableAt.differentiableWithinAt
    · intro t ht
      rw [interior_Icc] at ht
      rw [(hg t).deriv]
      have h3 : fderiv ℝ F (x + t • h) h - fderiv ℝ F x h
          ≤ ‖fderiv ℝ F (x + t • h) - fderiv ℝ F x‖ * ‖h‖ :=
        (le_abs_self _).trans ((fderiv ℝ F (x + t • h) - fderiv ℝ F x).le_opNorm h)
      have h4 := hL (x + t • h) x
      rw [add_sub_cancel_left, norm_smul, Real.norm_of_nonneg ht.1.le] at h4
      have h5 := mul_le_mul_of_nonneg_right h4 (norm_nonneg h)
      linarith [show L * (t * ‖h‖) * ‖h‖ = L * ‖h‖ ^ 2 * t by ring]
  have h6 : g 1 ≤ g 0 :=
    hanti (Set.left_mem_Icc.2 zero_le_one) (Set.right_mem_Icc.2 zero_le_one) zero_le_one
  simp only [g, one_smul, zero_smul, add_zero, one_mul, zero_mul, mul_one, mul_zero,
    sub_zero] at h6
  linarith
```

The theorem says
$$F(x+h)\le F(x)+DF(x)[h]+\tfrac L2\|h\|^2 .$$
By hand, follow the energy along the straight path $x+th$ and subtract the quadratic model:
$$g(t)=F(x+th)-t\,DF(x)[h]-\tfrac L2\|h\|^2t^2 .$$
For $0<t<1$ its derivative is
$$g'(t)=\bigl(DF(x+th)-DF(x)\bigr)[h]-L\|h\|^2t\le L\,t\|h\|\,\|h\|-L\|h\|^2t=0 .$$
Hence $g(1)\le g(0)=F(x)$, which is the claim.

In the code, `hline` is the chain rule along the path, `hg` is the formula for $g'$, and `h3` to `h5` give the inequality.

The proof turns on `antitoneOn_of_deriv_nonpos`. It says that a function which is continuous on a convex set of real numbers, and has a derivative $\le 0$ in the interior, does not increase on that set. A physicist would probably integrate the gradient along the path. This lemma reaches the same bound from the sign of $g'$, with no integral to set up. Its three conditions become the three bullets of the proof: continuity, differentiability and sign.

```lean
/-- Displacing the system by `h` from a global minimum costs at most `L‖h‖²/2`. -/
theorem excess_energy_le (hF : Differentiable ℝ F) (hL : LipschitzGradient F L) {x0 : E}
    (hmin : ∀ x, F x0 ≤ F x) (h : E) : F (x0 + h) - F x0 ≤ L / 2 * ‖h‖ ^ 2 := by
  have hloc : IsLocalMin F x0 := Filter.Eventually.of_forall hmin
  have h1 := energy_le_quadratic hF hL x0 h
  rw [hloc.fderiv_eq_zero, zero_apply] at h1
  linarith
```

At a global minimum $x_0$ the derivative vanishes, so the linear term drops out:
$$F(x_0+h)-F(x_0)\le\tfrac L2\|h\|^2 .$$
Lean treats the global minimum as a local one and obtains the zero derivative from `hloc.fderiv_eq_zero`.

```lean
/-- The squared slope of the energy in any direction `u` is at most `2L‖u‖²` times the
excess energy above the global minimum. -/
theorem slope_sq_le_excess (hF : Differentiable ℝ F) (hL : LipschitzGradient F L) {x0 : E}
    (hmin : ∀ x, F x0 ≤ F x) (x u : E) :
    (fderiv ℝ F x u) ^ 2 ≤ 2 * L * ‖u‖ ^ 2 * (F x - F x0) := by
  -- a parabola in the step length t that never becomes negative
  have h1 : ∀ t : ℝ, 0 ≤ L / 2 * ‖u‖ ^ 2 * (t * t) + fderiv ℝ F x u * t + (F x - F x0) := by
    intro t
    have h2 := energy_le_quadratic hF hL x (t • u)
    rw [map_smul, smul_eq_mul, norm_smul, mul_pow, Real.norm_eq_abs, sq_abs] at h2
    linarith [hmin (x + t • u),
      show L / 2 * (t ^ 2 * ‖u‖ ^ 2) = L / 2 * ‖u‖ ^ 2 * (t * t) by ring]
  have h3 := discrim_le_zero h1
  unfold discrim at h3
  linarith

end General
```

This bounds a slope by an energy:
$$\bigl(DF(x)[u]\bigr)^2\le 2L\|u\|^2\,\bigl(F(x)-F(x_0)\bigr).$$
Step from $x$ to $x+tu$. The energy there is at least $F(x_0)$, and the quadratic ceiling limits it from above, so for every real $t$
$$0\le \tfrac L2\|u\|^2\,t^2+DF(x)[u]\,t+\bigl(F(x)-F(x_0)\bigr).$$
A quadratic that is never negative has discriminant at most zero, which is the stated inequality. In Lean, `h1` is the parabola and `discrim_le_zero` supplies the last step.

## Freezing the core

```lean
/-- The squared length of a joint state is the sum of the squared lengths of its core and
valence parts. -/
theorem norm_state_sq [NormedAddCommGroup C] [NormedAddCommGroup V] (c : C) (v : V) :
    ‖state c v‖ ^ 2 = ‖c‖ ^ 2 + ‖v‖ ^ 2 :=
  WithLp.prod_norm_sq_eq_of_L2 (WithLp.toLp 2 (c, v))
```

This is Pythagoras for the joint state: $\|(c,v)\|^2=\|c\|^2+\|v\|^2$.

```lean
section CoreValence

variable [NormedAddCommGroup C] [InnerProductSpace ℝ C]
  [NormedAddCommGroup V] [InnerProductSpace ℝ V]

/-- With the valence kept at `v0`, a core change `d` away from the global minimum costs at
most `L‖d‖²/2`. -/
theorem unrelaxed_error_le {F : WithLp 2 (C × V) → ℝ} {L : ℝ} (hF : Differentiable ℝ F)
    (hL : LipschitzGradient F L) {c0 : C} {v0 : V} (hmin : ∀ x, F (state c0 v0) ≤ F x)
    (d : C) : F (state (c0 + d) v0) - F (state c0 v0) ≤ L / 2 * ‖d‖ ^ 2 := by
  have h1 : state (c0 + d) v0 = state c0 v0 + state d (0 : V) := by
    unfold state
    rw [← WithLp.toLp_add, Prod.mk_add_mk, add_zero]
  have h2 := excess_energy_le hF hL hmin (state d (0 : V))
  rw [norm_state_sq, norm_zero] at h2
  rw [h1]
  linarith
```

From here on `C` and `V` are real inner-product spaces. If the valence stays at $v_0$, the displacement is $(d,0)$, whose squared length is $\|d\|^2$. The bound at the minimum then gives
$$F(c_0+d,v_0)-F(c_0,v_0)\le\tfrac L2\|d\|^2 .$$

```lean
/-- For every core change `d` the frozen-core error lies between `0` and `L‖d‖²/2`. -/
theorem frozenCoreError_bounds {F : WithLp 2 (C × V) → ℝ} {L : ℝ} (hF : Differentiable ℝ F)
    (hL : LipschitzGradient F L) {c0 : C} {v0 : V} (hmin : ∀ x, F (state c0 v0) ≤ F x)
    (d : C) : 0 ≤ frozenCoreError F c0 v0 d ∧
      frozenCoreError F c0 v0 d ≤ L / 2 * ‖d‖ ^ 2 := by
  refine ⟨le_ciInf fun v => sub_nonneg.2 (hmin _), ?_⟩
  -- the unrelaxed valence state v0 is one trial state in the infimum
  refine (ciInf_le ⟨0, ?_⟩ v0).trans (unrelaxed_error_le hF hL hmin d)
  rintro _ ⟨v, rfl⟩
  exact sub_nonneg.2 (hmin _)
```

This is the main result:
$$0\le\Delta(d)\le\tfrac L2\|d\|^2\quad\text{for every }d\in C .$$
For the lower bound, every term in the infimum is non-negative, because $F(c_0,v_0)$ is the global minimum. For the upper bound, $v_0$ is one admissible valence state, and the infimum cannot exceed its value.

The two halves use `le_ciInf` and `ciInf_le`. The second also asks for proof that the set of energies is bounded below, since Lean assigns the value $0$ to the infimum of a real set that is not. The last two lines supply the bound, again from minimality.

```lean
/-- If the valence state `v` is optimal for the frozen core `c0 + d`, the slope of the energy
along any core direction `u` is at most `L‖d‖‖u‖` in absolute value. -/
theorem frozen_core_force_le {F : WithLp 2 (C × V) → ℝ} {L : ℝ} (hL0 : 0 ≤ L)
    (hF : Differentiable ℝ F) (hL : LipschitzGradient F L) {c0 : C} {v0 : V}
    (hmin : ∀ x, F (state c0 v0) ≤ F x) (d : C) {v : V}
    (hopt : ∀ w, F (state (c0 + d) v) ≤ F (state (c0 + d) w)) (u : C) :
    |fderiv ℝ F (state (c0 + d) v) (state u 0)| ≤ L * ‖d‖ * ‖u‖ := by
  have h1 := slope_sq_le_excess hF hL hmin (state (c0 + d) v) (state u 0)
  have h2 : F (state (c0 + d) v) - F (state c0 v0) ≤ L / 2 * ‖d‖ ^ 2 := by
    linarith [hopt v0, unrelaxed_error_le hF hL hmin d]
  have h3 : ‖state u (0 : V)‖ ^ 2 = ‖u‖ ^ 2 := by
    rw [norm_state_sq, norm_zero]
    ring
  rw [h3] at h1
  have h4 := mul_le_mul_of_nonneg_left h2 (show 0 ≤ 2 * L * ‖u‖ ^ 2 by positivity)
  apply abs_le_of_sq_le_sq _ (by positivity)
  linarith [show 2 * L * ‖u‖ ^ 2 * (L / 2 * ‖d‖ ^ 2) = (L * ‖d‖ * ‖u‖) ^ 2 by ring]
```

Suppose now that an optimal valence state $v$ does exist for the frozen core. The slope along a core direction $u$, which is minus the generalised force on the core variables in that direction (not the force on a nucleus), obeys
$$\bigl|DF(c_0+d,v)[(u,0)]\bigr|\le L\,\|d\|\,\|u\| .$$
Since $v$ is at least as good as $v_0$, the excess energy is at most $\tfrac L2\|d\|^2$. Inserting this in the slope bound gives
$$\bigl(DF(c_0+d,v)[(u,0)]\bigr)^2\le 2L\|u\|^2\cdot\tfrac L2\|d\|^2=\bigl(L\|d\|\|u\|\bigr)^2 ,$$
and a square root finishes the argument. The distance from $v$ to $v_0$ never enters. The force bound is first order in $d$, while the energy bound is second order.

## A spring that reaches the bound

```lean
/-- For `L ≥ 0` the harmonic energy is differentiable, and its gradient is Lipschitz with constant
equal to the stiffness `L`. -/
theorem harmonicEnergy_smooth [NormedAddCommGroup E] [InnerProductSpace ℝ E] {L : ℝ}
    (hL0 : 0 ≤ L) : Differentiable ℝ (harmonicEnergy (E := E) L) ∧
      LipschitzGradient (harmonicEnergy (E := E) L) L := by
  have h : ∀ x : E, HasFDerivAt (harmonicEnergy (E := E) L) (L • innerSL ℝ x) x := by
    intro x
    have h1 := (hasStrictFDerivAt_norm_sq x).hasFDerivAt.const_mul (L / 2)
    exact h1.congr_fderiv (by module)
  refine ⟨fun x => (h x).differentiableAt, fun x y => ?_⟩
  have h2 : ‖L • innerSL ℝ x - L • innerSL ℝ y‖ = L * ‖x - y‖ := by
    rw [← smul_sub, ← map_sub, norm_smul, innerSL_apply_norm, Real.norm_of_nonneg hL0]
  rw [(h x).fderiv, (h y).fderiv]
  exact h2.le
```

For $F(x)=\tfrac L2\|x\|^2$ with $L\ge0$ the derivative is $DF(x)[h]=L\langle x,h\rangle$. Therefore $\|DF(x)-DF(y)\|=L\|x-y\|$, and the Lipschitz condition holds with equality.

```lean
/-- For `L ≥ 0` the harmonic energy has a global minimum at the origin and its frozen-core error
equals `L‖d‖²/2` for every core change `d`. -/
theorem frozenCoreError_harmonic {L : ℝ} (hL0 : 0 ≤ L) (d : C) :
    (∀ x : WithLp 2 (C × V), harmonicEnergy L (state (0 : C) (0 : V)) ≤ harmonicEnergy L x) ∧
      frozenCoreError (harmonicEnergy L) (0 : C) (0 : V) d = L / 2 * ‖d‖ ^ 2 := by
  have h0 : harmonicEnergy L (state (0 : C) (0 : V)) = 0 := by
    unfold harmonicEnergy
    rw [norm_state_sq, norm_zero, norm_zero]
    ring
  have hmin : ∀ x : WithLp 2 (C × V),
      harmonicEnergy L (state (0 : C) (0 : V)) ≤ harmonicEnergy L x := by
    intro x
    rw [h0]
    unfold harmonicEnergy
    positivity
  obtain ⟨hF, hL⟩ := harmonicEnergy_smooth (E := WithLp 2 (C × V)) hL0
  refine ⟨hmin, le_antisymm (frozenCoreError_bounds hF hL hmin d).2 (le_ciInf fun v => ?_)⟩
  -- no valence state can lower the energy of the displaced core
  rw [h0, zero_add, sub_zero]
  unfold harmonicEnergy
  rw [norm_state_sq]
  have h1 : 0 ≤ L / 2 * ‖v‖ ^ 2 := by positivity
  linarith [mul_add (L / 2) (‖d‖ ^ 2) (‖v‖ ^ 2)]

end CoreValence

end

end FrozenCoreSecondOrder
```

The spring has its minimum at the origin, and
$$\Delta(d)=\inf_v\tfrac L2\bigl(\|d\|^2+\|v\|^2\bigr)=\tfrac L2\|d\|^2 ,$$
reached at $v=0$. The main theorem gives "at most", dropping the non-negative valence term gives "at least", and `le_antisymm` joins them. So whenever $C$ contains a nonzero vector, the factor $\tfrac12$ in the general bound cannot be lowered.

## What a frozen-core calculation sees

In an electronic-structure code, the infimum corresponds to a self-consistent run in which the core orbitals are held fixed and only the valence orbitals are updated. Subtracting the energy of a run that relaxes both gives the frozen-core error, provided each run reaches its lowest energy. For a model energy in unconstrained real coordinates that meets the hypotheses, a core mismatch ten times smaller lowers the energy bound a hundredfold but the force bound only tenfold. For the spring above both bounds are attained, the force bound along $u=d$, so there the energy error does shrink faster than the generalised force that remains on the core variables.

Real orbitals must also stay orthonormal, core against valence included, and that constraint is absent from the model. Nor does the model contain a pseudopotential: it concerns the freezing of the core, not the replacement of the core by an effective potential. In correlated methods such as coupled cluster, "frozen core" usually means that the core electrons are left out of the correlation treatment; the error of that approximation is not the one bounded here. The model also gives no value for $L$. A shallow semicore shell may respond to its surroundings with a sizeable $d$, and the bound is then correspondingly large; treating that shell as valence moves its variables from $c$ to $v$, where they can relax.

```lean
#print axioms FrozenCoreSecondOrder.frozen_core_force_le
#print axioms FrozenCoreSecondOrder.frozenCoreError_harmonic
```

```
'FrozenCoreSecondOrder.frozen_core_force_le' depends on axioms: [propext, Classical.choice, Quot.sound]
'FrozenCoreSecondOrder.frozenCoreError_harmonic' depends on axioms: [propext, Classical.choice, Quot.sound]
```
